# Static and dynamic limits of the Ward vertex for a real, differentiable self-energy

Let $\epsilon(k)$ be a band energy and $S(k,w)$ a real self-energy, with $\hbar=1$ so that frequencies and energies share a unit. The inverse Green function is

$$g(k,w)=w-\epsilon(k)-S(k,w).$$

For a momentum transfer $q$ and a frequency transfer $\nu$, the Ward vertex is defined as

$$\Gamma(q,\nu)=\frac{g(k+q,w+\nu)-g(k,w)}{\nu-\epsilon(k+q)+\epsilon(k)}.$$

The denominator is the same increment taken without the self-energy, so $\Gamma=1$ for non-interacting electrons wherever the denominator is nonzero. The ratio is a definition. The Ward identity of gauge theory constrains a combination of density and current vertices, and it is not derived here.

Momentum lies in a real normed space. The derivative of $\epsilon$ at $k$ is a linear functional $v$, and $v(a)$ is the bare velocity along a direction $a$. The derivative of $S$ splits into a momentum part $S_k(a)$ and a frequency derivative $S_w$.

## Two limits and the velocity ratio

The vertex has a dynamic limit ($q=0$, then $\nu\to0$) and a static limit ($\nu=0$, then $q=ta$ with $t\to0$):

$$\Gamma_{\rm dyn}=1-S_w,\qquad \Gamma_{\rm stat}=1+\frac{S_k(a)}{v(a)}\quad (v(a)\neq0).$$

Suppose also that $E$ is differentiable at $k$, that $g(p,E(p))=0$ for all $p$ near $k$, and that $S_w\neq1$. At $w=E(k)$ the two limits then satisfy

$$\frac{\Gamma_{\rm stat}}{\Gamma_{\rm dyn}}=\frac{E'(a)}{v(a)},$$

which is the quasiparticle velocity over the bare velocity.

To derive the limits, scale both transfers together, $q=ta$ and $\nu=tb$, and set

$$f(t)=g(k+ta,w+tb),\qquad h(t)=tb-\epsilon(k+ta).$$

Then $\Gamma(ta,tb)=[f(t)-f(0)]/[h(t)-h(0)]$. Dividing numerator and denominator by $t$ turns them into difference quotients, which tend to

$$f'(0)=b-v(a)-S_k(a)-bS_w,\qquad h'(0)=b-v(a).$$

For $b\neq v(a)$ the vertex therefore tends to

$$\frac{b(1-S_w)-\bigl(v(a)+S_k(a)\bigr)}{b-v(a)}.$$

Setting $a=0$, $b=1$ gives the dynamic limit. Setting $b=0$ gives $(v(a)+S_k(a))/v(a)$, the static limit.

On the pole curve, $p\mapsto g(p,E(p))$ vanishes near $k$, so its derivative along $a$ is zero:

$$E'(a)-v(a)-S_k(a)-S_wE'(a)=0,$$

that is, $E'(a)(1-S_w)=v(a)+S_k(a)$. Dividing by $v(a)(1-S_w)$ gives the ratio. Inserting the same relation into the limit for a general direction gives

$$\frac{(1-S_w)\,(b-E'(a))}{b-v(a)}.$$

The hypotheses have direct physical readings. A real self-energy means undamped quasiparticles. The condition $S_w\neq1$ keeps the quasiparticle residue $1/(1-S_w)$ finite, and the stronger condition $S_w<1$ makes it positive. The condition $v(a)\neq0$ says that the bare band is not stationary along $a$.

For $v(a)\neq0$ and $S_w\neq1$, one constant can therefore reproduce both limits on the pole curve only if the velocity along $a$ is not renormalised. This concerns the ratio $\Gamma$ defined above, which is not shown here to equal the density vertex that enters vertex corrections to $GW$.

## The Green function and the vertex in Lean

The momentum space `V` is any real normed space, so the dimension is left open.

```lean
import Mathlib

open Filter Topology

namespace WardVertexLimits

noncomputable section

variable {V : Type*} [NormedAddCommGroup V] [NormedSpace ℝ V]
```

The self-energy takes a pair `(k, w)` as its single argument, which lets one derivative cover both variables.

```lean
/-- The inverse Green function `w - eps(k) - S(k,w)` with band energy `eps` and real
self-energy `S`. -/
def inverseGreen (eps : V → ℝ) (S : V × ℝ → ℝ) (k : V) (w : ℝ) : ℝ :=
  w - eps k - S (k, w)
```

The vertex keeps the base point `k`, `w` and the transfers `q`, `nu` as separate arguments.

```lean
/-- The Ward vertex at momentum transfer `q` and frequency transfer `nu`: the increment of the
inverse Green function divided by the increment of the bare one. -/
def wardVertex (eps : V → ℝ) (S : V × ℝ → ℝ) (k : V) (w : ℝ) (q : V) (nu : ℝ) : ℝ :=
  (inverseGreen eps S (k + q) (w + nu) - inverseGreen eps S k w) / (nu - eps (k + q) + eps k)
```

## Limits along a direction of transfer

In the declarations below, `v` and `E'` are continuous linear functionals on momentum space, and `L` is the differential of $S$. Thus `L (a, 0)` is $S_k(a)$ and `L (0, 1)` is $S_w$. A hypothesis such as `HasFDerivAt eps v k` asks for differentiability at one point only, which is weaker than continuous differentiability. The filter `𝓝[≠] 0` expresses $t\to0$ with $t\neq0$.

The first lemma is the step of dividing by $t$. Mathlib supplies the limits of the two difference quotients, and `mul_div_mul_left` cancels the common factor $1/t$.

```lean
variable {eps E : V → ℝ} {S : V × ℝ → ℝ} {k : V} {w : ℝ}
  {v E' : V →L[ℝ] ℝ} {L : V × ℝ →L[ℝ] ℝ}

/-- The ratio of the increments of two functions tends to the ratio of their derivatives, if the
lower derivative is nonzero. -/
theorem tendsto_increment_ratio {f h : ℝ → ℝ} {f' h' : ℝ} (hf : HasDerivAt f f' 0)
    (hh : HasDerivAt h h' 0) (h0 : h' ≠ 0) :
    Tendsto (fun t => (f t - f 0) / (h t - h 0)) (𝓝[≠] 0) (𝓝 (f' / h')) := by
  have h1 := (hasDerivAt_iff_tendsto_slope_zero.mp hf).div
    (hasDerivAt_iff_tendsto_slope_zero.mp hh) h0
  refine h1.congr' ?_
  filter_upwards [self_mem_nhdsWithin] with t ht
  have ht' : t ≠ 0 := ht
  simp only [Pi.div_apply, zero_add, smul_eq_mul]
  exact mul_div_mul_left _ _ (inv_ne_zero ht')
```

The next lemma is linearity: $(a,b)=(a,0)+b\,(0,1)$, hence $L(a,b)=S_k(a)+bS_w$.

```lean
/-- The differential of the self-energy splits into a momentum part and a frequency part. -/
theorem differential_split (L : V × ℝ →L[ℝ] ℝ) (a : V) (b : ℝ) :
    L (a, b) = L (a, 0) + b * L (0, 1) := by
  have h : ((a, b) : V × ℝ) = (a, 0) + b • ((0 : V), (1 : ℝ)) := by simp
  rw [h, map_add, map_smul, smul_eq_mul]
```

The limit in a general direction follows the derivation by hand. The facts `he`, `hs` and `hb` are the derivatives at $t=0$ of the band energy, the self-energy and the frequency transfer. They combine into `hf` and `hh`, which are $f'(0)$ and $h'(0)$. The hypothesis `b ≠ v a` excludes the directions in which the bare increment vanishes to first order.

```lean
/-- When momentum and frequency transfer vanish together along `(a, b)`, with `b` different from `v
a`, the Ward vertex tends to `(b (1 - S_w) - (v a + S_k a)) / (b - v a)`. -/
theorem wardVertex_tendsto (heps : HasFDerivAt eps v k) (hS : HasFDerivAt S L (k, w))
    {a : V} {b : ℝ} (hab : b ≠ v a) :
    Tendsto (fun t : ℝ => wardVertex eps S k w (t • a) (t * b)) (𝓝[≠] 0)
      (𝓝 ((b * (1 - L (0, 1)) - (v a + L (a, 0))) / (b - v a))) := by
  have he : HasDerivAt (fun t : ℝ => eps (k + t • a)) (v a) 0 := heps.hasLineDerivAt a
  have hs : HasDerivAt (fun t : ℝ => S (k + t • a, w + t * b)) (L (a, b)) 0 :=
    hS.hasLineDerivAt (a, b)
  have hb : HasDerivAt (fun t : ℝ => t * b) b 0 :=
    ((hasDerivAt_id' (0 : ℝ)).mul_const b).congr_deriv (one_mul b)
  -- numerator and denominator as functions of the scale `t` of the transfer
  have hf : HasDerivAt (fun t : ℝ => inverseGreen eps S (k + t • a) (w + t * b))
      (b - v a - L (a, b)) 0 := ((hb.const_add w).fun_sub he).fun_sub hs
  have hh : HasDerivAt (fun t : ℝ => t * b - eps (k + t • a)) (b - v a) 0 := hb.fun_sub he
  have h := tendsto_increment_ratio hf hh (sub_ne_zero.mpr hab)
  have e : b * (1 - L (0, 1)) - (v a + L (a, 0)) = b - v a - L (a, b) := by
    rw [differential_split L a b]; ring
  rw [e]
  refine h.congr fun t => ?_
  simp only [wardVertex, zero_smul, zero_mul, add_zero, zero_sub, sub_neg_eq_add]
```

The dynamic limit has its own proof because it needs no differentiability of `eps`: at $q=0$ the band energy cancels from both increments.

```lean
/-- Dynamic limit: at zero momentum transfer the Ward vertex tends to one minus the frequency
derivative of the self-energy. -/
theorem wardVertex_dynamic (eps : V → ℝ) (hS : HasFDerivAt S L (k, w)) :
    Tendsto (fun nu : ℝ => wardVertex eps S k w 0 nu) (𝓝[≠] 0) (𝓝 (1 - L (0, 1))) := by
  have hs0 : HasDerivAt (fun t : ℝ => S (k + t • (0 : V), w + t * 1)) (L (0, 1)) 0 :=
    hS.hasLineDerivAt (0, 1)
  have hs : HasDerivAt (fun t : ℝ => S (k, w + t)) (L (0, 1)) 0 := by
    simpa only [smul_zero, add_zero, mul_one] using hs0
  have hf : HasDerivAt (fun t : ℝ => inverseGreen eps S k (w + t)) (1 - L (0, 1)) 0 :=
    (((hasDerivAt_id' (0 : ℝ)).const_add w).sub_const (eps k)).fun_sub hs
  have h := tendsto_increment_ratio hf (hasDerivAt_id' (0 : ℝ)) one_ne_zero
  rw [div_one] at h
  refine h.congr fun t => ?_
  simp [wardVertex]
```

The static limit is the general one at $b=0$, where the two minus signs cancel. The momentum transfer shrinks along a fixed line, and in more than one dimension the value can depend on that line.

```lean
/-- Static limit: at zero frequency transfer and momentum transfer along `a`, the Ward vertex
tends to one plus the momentum derivative of the self-energy over the bare velocity. -/
theorem wardVertex_static (heps : HasFDerivAt eps v k) (hS : HasFDerivAt S L (k, w))
    {a : V} (hv : v a ≠ 0) :
    Tendsto (fun t : ℝ => wardVertex eps S k w (t • a) 0) (𝓝[≠] 0)
      (𝓝 (1 + L (a, 0) / v a)) := by
  have h := wardVertex_tendsto heps hS (a := a) (b := 0) hv.symm
  have e : 1 + L (a, 0) / v a
      = (0 * (1 - L (0, 1)) - (v a + L (a, 0))) / (0 - v a) := by
    rw [zero_mul, zero_sub, zero_sub, neg_div_neg_eq, add_div, div_self hv]
  rw [e]
  exact h.congr fun t => by rw [mul_zero]
```

## The pole curve and the renormalised velocity

The hypothesis `hpole` says that $g(p,E(p))=0$ for all $p$ in some neighbourhood of $k$. The existence and differentiability of this curve are assumed. In the proof, `h2` is the chain rule for $p\mapsto g(p,E(p))$, and `h3` says that the same function has derivative zero. Uniqueness of the derivative gives `h5`, and the splitting of `L` puts it in the stated form.

```lean
/-- Along a differentiable curve of zeros of the inverse Green function, the slope `E' a` obeys
`E' a (1 - S_w) = v a + S_k a`. -/
theorem pole_velocity (heps : HasFDerivAt eps v k) (hS : HasFDerivAt S L (k, E k))
    (hE : HasFDerivAt E E' k) (hpole : ∀ᶠ p in 𝓝 k, inverseGreen eps S p (E p) = 0) (a : V) :
    E' a * (1 - L (0, 1)) = v a + L (a, 0) := by
  have h1 : HasFDerivAt (fun p => S (p, E p))
      (L.comp ((ContinuousLinearMap.id ℝ V).prod E')) k :=
    HasFDerivAt.comp (g := S) (f := fun p => (p, E p)) k hS ((hasFDerivAt_id k).prodMk hE)
  have h2 : HasFDerivAt (fun p => inverseGreen eps S p (E p))
      (E' - v - L.comp ((ContinuousLinearMap.id ℝ V).prod E')) k := (hE.sub heps).sub h1
  -- the same function vanishes near `k`, so its derivative is zero
  have h3 : HasFDerivAt (fun p => inverseGreen eps S p (E p)) (0 : V →L[ℝ] ℝ) k :=
    (hasFDerivAt_const (0 : ℝ) k).congr_of_eventuallyEq hpole
  have h5 : E' a - v a - L (a, E' a) = 0 :=
    congrArg (fun T : V →L[ℝ] ℝ => T a) (h2.unique h3)
  linear_combination h5 + differential_split L a (E' a)
```

The main theorem has three parts: the dynamic limit, the static limit, and the ratio of their values. The first two apply the earlier limits at $w=E(k)$. For the third, the pole relation rewrites the static value as $E'(a)(1-S_w)/v(a)$, and `hw` allows the factor $1-S_w$ to be cancelled.

```lean
/-- On the pole curve the Ward vertex has the dynamic limit `1 - S_w` and the static limit
`1 + S_k a / v a`, and static over dynamic is the pole velocity over the bare velocity. -/
theorem static_over_dynamic (heps : HasFDerivAt eps v k) (hS : HasFDerivAt S L (k, E k))
    (hE : HasFDerivAt E E' k) (hpole : ∀ᶠ p in 𝓝 k, inverseGreen eps S p (E p) = 0)
    {a : V} (hv : v a ≠ 0) (hw : L (0, 1) ≠ 1) :
    Tendsto (fun nu : ℝ => wardVertex eps S k (E k) 0 nu) (𝓝[≠] 0) (𝓝 (1 - L (0, 1))) ∧
    Tendsto (fun t : ℝ => wardVertex eps S k (E k) (t • a) 0) (𝓝[≠] 0)
      (𝓝 (1 + L (a, 0) / v a)) ∧
    (1 + L (a, 0) / v a) / (1 - L (0, 1)) = E' a / v a := by
  refine ⟨wardVertex_dynamic eps hS, wardVertex_static heps hS hv, ?_⟩
  have hz : 1 - L (0, 1) ≠ 0 := sub_ne_zero.mpr hw.symm
  have e : 1 + L (a, 0) / v a = E' a * (1 - L (0, 1)) / v a := by
    rw [pole_velocity heps hS hE hpole a, add_div, div_self hv]
  rw [e, div_right_comm, mul_div_cancel_right₀ _ hz]
```

The on-shell limit in a general direction substitutes the pole relation into the numerator. It does not require $S_w\neq1$.

```lean
/-- On the pole curve the limit of the Ward vertex along `(a, b)` is `1 - S_w` times
`(b - E' a) / (b - v a)`. -/
theorem wardVertex_on_shell (heps : HasFDerivAt eps v k) (hS : HasFDerivAt S L (k, E k))
    (hE : HasFDerivAt E E' k) (hpole : ∀ᶠ p in 𝓝 k, inverseGreen eps S p (E p) = 0)
    {a : V} {b : ℝ} (hab : b ≠ v a) :
    Tendsto (fun t : ℝ => wardVertex eps S k (E k) (t • a) (t * b)) (𝓝[≠] 0)
      (𝓝 ((1 - L (0, 1)) * (b - E' a) / (b - v a))) := by
  have hp := pole_velocity heps hS hE hpole a
  have e : (1 - L (0, 1)) * (b - E' a) = b * (1 - L (0, 1)) - (v a + L (a, 0)) := by
    linear_combination -hp
  rw [e]
  exact wardVertex_tendsto heps hS hab
```

Since the ratio of the two limits is $E'(a)/v(a)$, they are equal exactly when that quotient is one.

```lean
/-- On the pole curve, if `v a ≠ 0` and `S_w ≠ 1`, the static and dynamic limits agree exactly when
the pole velocity equals the bare velocity. -/
theorem static_eq_dynamic_iff (heps : HasFDerivAt eps v k) (hS : HasFDerivAt S L (k, E k))
    (hE : HasFDerivAt E E' k) (hpole : ∀ᶠ p in 𝓝 k, inverseGreen eps S p (E p) = 0)
    {a : V} (hv : v a ≠ 0) (hw : L (0, 1) ≠ 1) :
    1 + L (a, 0) / v a = 1 - L (0, 1) ↔ E' a = v a := by
  have r := (static_over_dynamic heps hS hE hpole hv hw).2.2
  rw [← div_eq_one_iff_eq (sub_ne_zero.mpr hw.symm), r, div_eq_one_iff_eq hv]
```

## One dimension and a linear example

In one dimension the derivatives are ordinary numbers, and `Sk` and `Sw` are the partial derivatives of the self-energy at $(k,E(k))$. The hypothesis `hS` still asks for joint differentiability, which the existence of the two partial derivatives does not guarantee. The proof identifies the partial derivatives with the components of the full differential in `h1` and `h2`, then applies the main theorem with $a=1$.

```lean
/-- One-dimensional form: the two limits of the Ward vertex on the pole curve and their ratio, in
terms of the partial derivatives `Sk` and `Sw` of the self-energy. -/
theorem static_over_dynamic_one_dim {eps E : ℝ → ℝ} {S : ℝ × ℝ → ℝ} {k v Sk Sw E' : ℝ}
    (heps : HasDerivAt eps v k) (hS : DifferentiableAt ℝ S (k, E k))
    (hSk : HasDerivAt (fun x => S (x, E k)) Sk k) (hSw : HasDerivAt (fun x => S (k, x)) Sw (E k))
    (hE : HasDerivAt E E' k) (hpole : ∀ᶠ p in 𝓝 k, inverseGreen eps S p (E p) = 0)
    (hv : v ≠ 0) (hw : Sw ≠ 1) :
    Tendsto (fun nu => wardVertex eps S k (E k) 0 nu) (𝓝[≠] 0) (𝓝 (1 - Sw)) ∧
    Tendsto (fun q => wardVertex eps S k (E k) q 0) (𝓝[≠] 0) (𝓝 (1 + Sk / v)) ∧
    (1 + Sk / v) / (1 - Sw) = E' / v := by
  -- the partial derivatives are the components of the full differential
  have h1 : fderiv ℝ S (k, E k) (1, 0) = Sk :=
    (HasFDerivAt.comp_hasDerivAt (f := fun x : ℝ => (x, E k)) k hS.hasFDerivAt
      ((hasDerivAt_id' k).prodMk (hasDerivAt_const k (E k)))).unique hSk
  have h2 : fderiv ℝ S (k, E k) (0, 1) = Sw :=
    (HasFDerivAt.comp_hasDerivAt (f := fun x : ℝ => (k, x)) (E k) hS.hasFDerivAt
      ((hasDerivAt_const (E k) k).prodMk (hasDerivAt_id' (E k)))).unique hSw
  have h := static_over_dynamic heps.hasFDerivAt hS.hasFDerivAt hE.hasFDerivAt hpole
    (a := (1 : ℝ)) (by simpa using hv) (by rw [h2]; exact hw)
  simpa [h1, h2] using h
```

For a concrete case take $\epsilon(k)=k$ and $S(k,w)=2k-w$. This is an algebraic check and not a physical self-energy at all frequencies, since a physical one does not grow linearly as $|w|\to\infty$. Then $g(k,w)=2w-3k$, which vanishes on $E(k)=3k/2$. Here $v=1$, $S_k=2$ and $S_w=-1$, so the dynamic value is 2 and the static value is 3. Their ratio $3/2$ is the slope of the pole curve over the bare slope. Because the model is linear, the theorem gives these vertex values at every nonzero transfer of the respective kind. Its proof checks that the denominator is nonzero, clears it, and compares polynomials.

```lean
/-- For `eps(k) = k` and `S(k,w) = 2k - w` the inverse Green function vanishes on `E(k) = 3k/2`, the
Ward vertex is 2 at zero momentum and nonzero frequency transfer, and 3 at zero frequency and
nonzero momentum transfer. -/
theorem linear_model_witness (k w : ℝ) :
    inverseGreen (fun p : ℝ => p) (fun p => 2 * p.1 - p.2) k (3 / 2 * k) = 0 ∧
    (∀ nu : ℝ, nu ≠ 0 → wardVertex (fun p : ℝ => p) (fun p => 2 * p.1 - p.2) k w 0 nu = 2) ∧
    (∀ q : ℝ, q ≠ 0 → wardVertex (fun p : ℝ => p) (fun p => 2 * p.1 - p.2) k w q 0 = 3) := by
  refine ⟨?_, fun nu hnu => ?_, fun q hq => ?_⟩
  · simp only [inverseGreen]
    ring
  · have hd : nu - (k + 0) + k ≠ 0 := fun h => hnu (by linarith)
    simp only [wardVertex, inverseGreen]
    rw [div_eq_iff hd]
    ring
  · have hd : 0 - (k + q) + k ≠ 0 := fun h => hq (by linarith)
    simp only [wardVertex, inverseGreen]
    rw [div_eq_iff hd]
    ring

end

end WardVertexLimits
```

```lean
#print axioms WardVertexLimits.wardVertex_static
#print axioms WardVertexLimits.wardVertex_on_shell
#print axioms WardVertexLimits.static_eq_dynamic_iff
#print axioms WardVertexLimits.static_over_dynamic_one_dim
```

```
'WardVertexLimits.wardVertex_static' depends on axioms: [propext, Classical.choice, Quot.sound]
'WardVertexLimits.wardVertex_on_shell' depends on axioms: [propext, Classical.choice, Quot.sound]
'WardVertexLimits.static_eq_dynamic_iff' depends on axioms: [propext, Classical.choice, Quot.sound]
'WardVertexLimits.static_over_dynamic_one_dim' depends on axioms: [propext, Classical.choice, Quot.sound]
```
